# In one dimension, the on-site screened Green function of period a minus its G=0 term tends to a/12 as the screening is removed

Take a one-dimensional cell of period 2 with a unit source, and evaluate at the source the screened Green function, the periodic solution u of −u'' + κ²u = δ. For small κ > 0,

cosh κ / (2κ sinh κ) = 1/(2κ²) + 1/6 + O(κ²).

The first term on the right is the G=0 term, the contribution of the zero reciprocal vector, which is the cell average. (In "G=0", G is a reciprocal vector; G(x) below is the Green function.) It carries the whole divergence, and subtracting it leaves 1/6, which is the period divided by 12.

## The limit at every point of the cell

Let a > 0 be the period, κ the inverse screening length and x the distance from the source, 0 ≤ x ≤ a. Define

G(x) = cosh(κ(a/2 − x)) / (2κ sinh(κa/2)).

As κ → 0+,

G(x) − 1/(κ²a) → g(x) = a/12 − x/2 + x²/(2a),

while G(x) and 1/(κ²a) each go to +∞. On site, g(0) = a/12.

## Setting the G=0 component to zero in a Poisson solver

A periodic Poisson solver that sets the G=0 component of the potential to zero returns a potential with zero average. Take one unit source per cell in one dimension, and the convention −φ'' = ρ for potential φ and charge density ρ. Dropping the G=0 component then amounts to adding a uniform background of density −1/a, and g is the resulting potential, reached by removing the screening after the average has been subtracted. The value a/12 can serve as a reference for such a solver, up to its truncation error in G.

## Cancelling the divergence by hand

Differentiating G gives

G'(x) = −sinh(κ(a/2 − x)) / (2 sinh(κa/2)), G'' = κ²G.

Since cosh is even, G(0) = G(a). The end slopes are G'(0) = −1/2 and G'(a) = 1/2, so the slope jumps by −1 across the source. The cell average is

(1/a) ∫₀ᵃ G dx = (G'(a) − G'(0)) / (κ²a) = 1/(κ²a),

which is the G=0 term.

Three limits are needed, for any real c. The derivative of sinh(κc) at κ = 0 gives

sinh(κc)/κ → c.

The half-argument identity then gives

(cosh(κc) − 1)/κ² = 2 (sinh(κc/2)/κ)² → c²/2.

By L'Hôpital's rule, (sinh(κc) − κc)/κ³ has the same limit as

c (cosh(κc) − 1)/(3κ²) → c³/6.

Now write S = sinh(κa/2) and C = cosh(κ(a/2 − x)). Over a common denominator,

G(x) − 1/(κ²a) = (κaC − 2S)/(2κ²aS)
= [a(C − 1)/κ² − 2(S − κa/2)/κ³] / [2aS/κ].

Every bracket converges, and the limit is

[a(a/2 − x)²/2 − a³/24] / a² = a/12 − x/2 + x²/(2a).

The G=0 term diverges because κ⁻² does, and G is that term plus a convergent remainder.

Finally, g' = x/a − 1/2 and g'' = 1/a, so −g'' = −1/a is the charge density of the uniform neutralising background. The end values agree, the slope jumps by −1, and the integral is a²/12 − a²/4 + a²/6 = 0.

## The Lean file

```lean
import Mathlib

open Filter Topology

namespace ScreenedPeriodicGreen

noncomputable section

/-- Screened Green function of a one-dimensional cell of period `a`, with the source at the
cell boundary; the formula is meant for `κ > 0`, `a > 0` and `0 ≤ x ≤ a`. -/
def screenedGreen (κ a x : ℝ) : ℝ :=
  Real.cosh (κ * (a / 2 - x)) / (2 * κ * Real.sinh (κ * (a / 2)))

/-- Slope of the screened Green function inside the cell, for `κ > 0` and `a > 0`. -/
def screenedSlope (κ a x : ℝ) : ℝ :=
  -Real.sinh (κ * (a / 2 - x)) / (2 * Real.sinh (κ * (a / 2)))

/-- The `G = 0` term `1 / (κ² a)` of the screened Green function, for `κ ≠ 0` and `a ≠ 0`. -/
def zeroMode (κ a : ℝ) : ℝ := 1 / (κ ^ 2 * a)

/-- Green function of a unit charge in a uniform neutralising background, on the cell
`0 ≤ x ≤ a` with `a > 0`. -/
def neutralGreen (a x : ℝ) : ℝ := a / 12 - x / 2 + x ^ 2 / (2 * a)

/-- The screened Green function satisfies `G'' = κ² G` inside the cell, takes equal values at
the two cell ends, and its slope jumps by `-1` across the source. -/
theorem screenedGreen_equation {κ a : ℝ} (hκ : 0 < κ) (ha : 0 < a) :
    (∀ x, HasDerivAt (screenedGreen κ a) (screenedSlope κ a x) x) ∧
    (∀ x, HasDerivAt (screenedSlope κ a) (κ ^ 2 * screenedGreen κ a x) x) ∧
    screenedGreen κ a 0 = screenedGreen κ a a ∧
    screenedSlope κ a 0 - screenedSlope κ a a = -1 := by
  have hS : 0 < Real.sinh (κ * (a / 2)) := Real.sinh_pos_iff.2 (by positivity)
  have hin : ∀ x : ℝ, HasDerivAt (fun y : ℝ => κ * (a / 2 - y)) (-κ) x := fun x => by
    simpa using ((hasDerivAt_id' x).const_sub (a / 2)).const_mul κ
  have e : κ * (a / 2 - a) = -(κ * (a / 2)) := by ring
  refine ⟨fun x => ?_, fun x => ?_, ?_, ?_⟩
  · have h := (hin x).cosh.div_const (2 * κ * Real.sinh (κ * (a / 2)))
    refine h.congr_deriv ?_
    unfold screenedSlope
    rw [div_eq_div_iff (by positivity) (by positivity)]
    ring
  · have h := (hin x).sinh.fun_neg.div_const (2 * Real.sinh (κ * (a / 2)))
    refine h.congr_deriv ?_
    have key : ∀ C S : ℝ, 0 < S → -(C * -κ) / (2 * S) = κ ^ 2 * (C / (2 * κ * S)) := by
      intro C S hS'
      rw [← mul_div_assoc, div_eq_div_iff (by positivity) (by positivity)]
      ring
    exact key _ _ hS
  · simp only [screenedGreen, e, sub_zero, Real.cosh_neg]
  · simp only [screenedSlope, e, sub_zero, Real.sinh_neg]
    generalize Real.sinh (κ * (a / 2)) = S at hS
    have h : S / (2 * S) = 1 / 2 := by
      rw [div_eq_div_iff (by positivity) (by positivity)]
      ring
    linear_combination (-2) * h

/-- The `G = 0` term is the average of the screened Green function over the cell. -/
theorem average_screenedGreen {κ a : ℝ} (hκ : 0 < κ) (ha : 0 < a) :
    1 / a * ∫ x in (0 : ℝ)..a, screenedGreen κ a x = zeroMode κ a := by
  obtain ⟨h1, h2, -, hj⟩ := screenedGreen_equation hκ ha
  have hk : κ ^ 2 ≠ 0 := by positivity
  have hc : Continuous (screenedGreen κ a) :=
    continuous_iff_continuousAt.2 fun x => (h1 x).continuousAt
  -- the slope divided by `κ²` is an antiderivative
  have h : ∫ x in (0 : ℝ)..a, screenedGreen κ a x
      = screenedSlope κ a a / κ ^ 2 - screenedSlope κ a 0 / κ ^ 2 :=
    intervalIntegral.integral_eq_sub_of_hasDerivAt
      (f := fun x => screenedSlope κ a x / κ ^ 2)
      (fun x _ => ((h2 x).div_const (κ ^ 2)).congr_deriv (mul_div_cancel_left₀ _ hk))
      (hc.intervalIntegrable 0 a)
  rw [h, zeroMode]
  linear_combination (-(1 / (a * κ ^ 2))) * hj

/-- For small screening, `sinh (κ c) / κ` tends to `c`. -/
theorem tendsto_sinh_div (c : ℝ) :
    Tendsto (fun κ : ℝ => Real.sinh (κ * c) / κ) (𝓝[>] 0) (𝓝 c) := by
  have hd : HasDerivAt (fun κ : ℝ => Real.sinh (κ * c)) c 0 := by
    simpa using (hasDerivAt_mul_const (x := (0 : ℝ)) c).sinh
  exact hd.tendsto_slope_zero_right.congr fun κ => by simp [div_eq_inv_mul]

/-- For small screening, `(cosh (κ c) - 1) / κ²` tends to `c² / 2`. -/
theorem tendsto_cosh_sub_one_div (c : ℝ) :
    Tendsto (fun κ : ℝ => (Real.cosh (κ * c) - 1) / κ ^ 2) (𝓝[>] 0) (𝓝 (c ^ 2 / 2)) := by
  have h := ((tendsto_sinh_div (c / 2)).pow 2).const_mul 2
  rw [show 2 * (c / 2) ^ 2 = c ^ 2 / 2 by ring] at h
  refine h.congr fun κ => ?_
  have e : Real.cosh (κ * c) = 2 * Real.sinh (κ * (c / 2)) ^ 2 + 1 := by
    rw [show κ * c = 2 * (κ * (c / 2)) by ring, Real.cosh_two_mul, Real.cosh_sq]
    ring
  rw [e]
  ring

/-- For small screening, `(sinh (κ c) - κ c) / κ³` tends to `c³ / 6`. -/
theorem tendsto_sinh_sub_div (c : ℝ) :
    Tendsto (fun κ : ℝ => (Real.sinh (κ * c) - κ * c) / κ ^ 3) (𝓝[>] 0)
      (𝓝 (c ^ 3 / 6)) := by
  have hd : ∀ κ : ℝ, HasDerivAt (fun κ : ℝ => Real.sinh (κ * c) - κ * c)
      (Real.cosh (κ * c) * c - c) κ := fun κ =>
    (hasDerivAt_mul_const c).sinh.fun_sub (hasDerivAt_mul_const c)
  have hp : ∀ κ : ℝ, HasDerivAt (fun κ : ℝ => κ ^ 3) (3 * κ ^ 2) κ := fun κ => by
    simpa using hasDerivAt_pow 3 κ
  have h := (tendsto_cosh_sub_one_div c).mul_const (c / 3)
  rw [show c ^ 2 / 2 * (c / 3) = c ^ 3 / 6 by ring] at h
  -- L'Hôpital's rule reduces the cubic quotient to the quadratic one
  refine HasDerivAt.lhopital_zero_nhdsGT (Eventually.of_forall hd) (Eventually.of_forall hp)
    ?_ ?_ ?_ (h.congr fun κ => by ring)
  · filter_upwards [self_mem_nhdsWithin] with κ hκ
    have hκ' : 0 < κ := hκ
    positivity
  · exact tendsto_nhdsWithin_of_tendsto_nhds (by simpa using (hd 0).continuousAt.tendsto)
  · exact tendsto_nhdsWithin_of_tendsto_nhds (by simpa using (hp 0).continuousAt.tendsto)

/-- As the screening is removed, the screened Green function minus its `G = 0` term tends at
each point to the Green function with neutralising background. -/
theorem tendsto_screenedGreen_sub_zeroMode {a : ℝ} (ha : 0 < a) (x : ℝ) :
    Tendsto (fun κ => screenedGreen κ a x - zeroMode κ a) (𝓝[>] 0)
      (𝓝 (neutralGreen a x)) := by
  have h := (((tendsto_cosh_sub_one_div (a / 2 - x)).const_mul a).sub
    ((tendsto_sinh_sub_div (a / 2)).const_mul 2)).div
    ((tendsto_sinh_div (a / 2)).const_mul (2 * a)) (by positivity)
  have e : (a * ((a / 2 - x) ^ 2 / 2) - 2 * ((a / 2) ^ 3 / 6)) / (2 * a * (a / 2))
      = neutralGreen a x := by
    unfold neutralGreen
    field_simp
    ring
  rw [e] at h
  refine h.congr' ?_
  filter_upwards [self_mem_nhdsWithin] with κ hκ
  have hκ' : 0 < κ := hκ
  have hS : Real.sinh (κ * (a / 2)) ≠ 0 := (Real.sinh_pos_iff.2 (by positivity)).ne'
  -- the divergent parts cancel exactly
  simp only [Pi.div_apply, screenedGreen, zeroMode]
  generalize Real.sinh (κ * (a / 2)) = S at hS ⊢
  generalize Real.cosh (κ * (a / 2 - x)) = C
  field_simp
  ring

/-- On site, the screened Green function minus its `G = 0` term tends to `a / 12`. -/
theorem tendsto_onsite {a : ℝ} (ha : 0 < a) :
    Tendsto (fun κ => Real.cosh (κ * a / 2) / (2 * κ * Real.sinh (κ * a / 2))
      - 1 / (κ ^ 2 * a)) (𝓝[>] 0) (𝓝 (a / 12)) := by
  have h := tendsto_screenedGreen_sub_zeroMode ha 0
  simpa [screenedGreen, zeroMode, neutralGreen, mul_div_assoc] using h

/-- As the screening is removed, the `G = 0` term and the screened Green function at each
point both diverge to `+∞`. -/
theorem both_terms_diverge {a : ℝ} (ha : 0 < a) (x : ℝ) :
    Tendsto (fun κ => zeroMode κ a) (𝓝[>] 0) atTop ∧
    Tendsto (fun κ => screenedGreen κ a x) (𝓝[>] 0) atTop := by
  have hz : Tendsto (fun κ => zeroMode κ a) (𝓝[>] 0) atTop := by
    have h := ((tendsto_pow_atTop (α := ℝ) two_ne_zero).comp
      tendsto_inv_nhdsGT_zero).atTop_mul_const (inv_pos.2 ha)
    refine h.congr fun κ => ?_
    simp only [Function.comp_apply, zeroMode]
    ring
  exact ⟨hz, (hz.atTop_add (tendsto_screenedGreen_sub_zeroMode ha x)).congr
    fun κ => by ring⟩

/-- The limiting Green function has second derivative `1 / a` inside the cell, equal values
at the cell ends, a slope jump of `-1` across the source, and zero integral over the cell. -/
theorem neutralGreen_equation {a : ℝ} (ha : 0 < a) :
    (∀ x, HasDerivAt (neutralGreen a) (x / a - 1 / 2) x) ∧
    (∀ x, HasDerivAt (fun y : ℝ => y / a - 1 / 2) (1 / a) x) ∧
    neutralGreen a 0 = neutralGreen a a ∧
    ((0 : ℝ) / a - 1 / 2) - (a / a - 1 / 2) = -1 ∧
    ∫ x in (0 : ℝ)..a, neutralGreen a x = 0 := by
  have hp : ∀ x : ℝ, HasDerivAt (fun y : ℝ => y ^ 2) (2 * x) x := fun x => by
    simpa using hasDerivAt_pow 2 x
  have hq : ∀ x : ℝ, HasDerivAt (fun y : ℝ => y ^ 3) (3 * x ^ 2) x := fun x => by
    simpa using hasDerivAt_pow 3 x
  have h1 : ∀ x, HasDerivAt (neutralGreen a) (x / a - 1 / 2) x := fun x => by
    have h := (((hasDerivAt_id' x).div_const 2).const_sub (a / 12)).fun_add
      ((hp x).div_const (2 * a))
    exact h.congr_deriv (by ring)
  refine ⟨h1, fun x => ((hasDerivAt_id' x).div_const a).sub_const (1 / 2), ?_, ?_, ?_⟩
  · unfold neutralGreen
    field_simp
    ring
  · rw [div_self ha.ne']
    norm_num
  · have hc : Continuous (neutralGreen a) :=
      continuous_iff_continuousAt.2 fun x => (h1 x).continuousAt
    have hF : ∀ x : ℝ, HasDerivAt (fun y : ℝ => y * (a / 12) - y ^ 2 / 4 + y ^ 3 / (6 * a))
        (neutralGreen a x) x := fun x => by
      have h := ((hasDerivAt_mul_const (x := x) (a / 12)).fun_sub
        ((hp x).div_const 4)).fun_add ((hq x).div_const (6 * a))
      refine h.congr_deriv ?_
      unfold neutralGreen
      ring
    rw [intervalIntegral.integral_eq_sub_of_hasDerivAt (fun x _ => hF x)
      (hc.intervalIntegrable 0 a)]
    field_simp
    ring

end

end ScreenedPeriodicGreen
```

```lean
#print axioms ScreenedPeriodicGreen.tendsto_screenedGreen_sub_zeroMode
#print axioms ScreenedPeriodicGreen.tendsto_onsite
#print axioms ScreenedPeriodicGreen.both_terms_diverge
#print axioms ScreenedPeriodicGreen.neutralGreen_equation
```

```
'ScreenedPeriodicGreen.tendsto_screenedGreen_sub_zeroMode' depends on axioms: [propext, Classical.choice, Quot.sound]
'ScreenedPeriodicGreen.tendsto_onsite' depends on axioms: [propext, Classical.choice, Quot.sound]
'ScreenedPeriodicGreen.both_terms_diverge' depends on axioms: [propext, Classical.choice, Quot.sound]
'ScreenedPeriodicGreen.neutralGreen_equation' depends on axioms: [propext, Classical.choice, Quot.sound]
```

## What the theorems state, and for which model

`screenedGreen`, `zeroMode` and `neutralGreen` are G, 1/(κ²a) and g. The filter `𝓝[>] 0` means κ → 0 from above, and `atTop` means +∞. The convention is −G'' + κ²G = δ, without a factor 4π. The delta function enters only through the slope jumps in `screenedGreen_equation` and `neutralGreen_equation`.

`average_screenedGreen` integrates G by using G'/κ² as antiderivative. The three limits are `tendsto_sinh_div`, `tendsto_cosh_sub_one_div` and `tendsto_sinh_sub_div`. `tendsto_screenedGreen_sub_zeroMode` combines them, and its closing `field_simp` and `ring` check the quotient identity for κ > 0. `tendsto_onsite` sets x = 0, `both_terms_diverge` adds the convergent remainder to the divergent term, and `neutralGreen_equation` verifies the properties of g.

The limit theorem is stated pointwise in x and gives no rate; the O(κ²) in the opening expansion is not part of the Lean file. The formulas accept any real x but are not continued periodically, so they describe the crystal only on 0 ≤ x ≤ a. Three-dimensional Coulomb sums are not treated.

The hypothesis a > 0 matters for the divergence: at a = −1 the G=0 term is −1/κ², which goes to −∞. The on-site limit a/12 survives the change of sign, because both sides are odd in a.

A reciprocal-space model would define the subtracted function as (1/a) Σ exp(iGx)/(G² + κ²) over the nonzero G = 2πn/a. No divergent terms would then appear, but a term-by-term proof would need to justify exchanging the limit with an infinite sum.
